# A diagonal three-body energy truncated at second order is exact when at most two occupations change

Take three orbitals, numbered 0, 1 and 2, with occupations $n_0, n_1, n_2$ and a single three-body coupling $\lambda$ that acts when all three are filled, so that the energy is $\lambda n_0 n_1 n_2$. Choose reference occupations $g_p$ and write $n_p = g_p + m_p$. Multiplying out gives

$$
\begin{aligned}
\lambda n_0 n_1 n_2 = \lambda\big[\, & g_0 g_1 g_2 + (g_0 g_1 m_2 + g_0 m_1 g_2 + m_0 g_1 g_2) \\
& + (g_0 m_1 m_2 + m_0 g_1 m_2 + m_0 m_1 g_2) + m_0 m_1 m_2 \,\big].
\end{aligned}
$$

The last term needs a change in all three orbitals. If only two occupations differ from the reference, it is zero, and the terms up to second order in $m$ give the exact energy. With the empty reference $g = 0$, by contrast, the last term is the whole energy.

## Expansion about a reference for any number of orbitals

Let $L_{pqr}$ be real, unchanged by any permutation of its indices, and zero when two indices coincide. The energy is

$$W(n) = \tfrac16 \sum_{pqr} L_{pqr}\, n_p n_q n_r .$$

For a Slater determinant with spin-orbital occupations 0 or 1, this is the expectation value of a three-body operator, with $L_{pqr}$ its antisymmetrised diagonal element. The symmetry of $L$ expresses that the particles are identical, and the zeros express the Pauli principle.

Write $C(a,b,c) = \sum_{pqr} L_{pqr}\, a_p b_q c_r$, so that $W(n) = \tfrac16 C(n,n,n)$. Since $C$ is linear in each slot, inserting $n = g + m$ gives eight terms. Renaming summation indices and using the symmetry of $L$ shows that the order of the slots is irrelevant; for example,

$$C(g,m,g) = \sum_{pqr} L_{pqr}\, g_p m_q g_r = \sum_{pqr} L_{prq}\, g_p g_q m_r = C(g,g,m).$$

Three of the eight terms therefore equal $C(g,g,m)$ and three equal $C(g,m,m)$, which leaves

$$W(n) = W(g) + \tfrac12 C(g,g,m) + \tfrac12 C(g,m,m) + \tfrac16 C(m,m,m).$$

Suppose now that $m$ vanishes outside two orbitals $a$ and $b$. A non-zero contribution to $C(m,m,m)$ would need $p$, $q$ and $r$ all in $\{a,b\}$. Two of them would then coincide, and $L_{pqr} = 0$. The cubic term vanishes.

For larger changes, let $m$ be a sum of single-orbital changes $x, y, z, w$ in orbitals $a, b, c, d$. Expanding $C(m,m,m)$ gives $4^3 = 64$ terms. Those that use the same change twice carry a repeated index and vanish. The other 24 fall into four groups of six equal terms, and the factor $\tfrac16$ leaves

$$\tfrac16 C(m,m,m) = L_{abc}\,xyz + L_{abd}\,xyw + L_{acd}\,xzw + L_{bcd}\,yzw .$$

With $w = 0$ only $L_{abc}\,xyz$ remains. For a double excitation from $i, j$ to $a, b$, the changes are $+1$ in $a$ and $b$ and $-1$ in $i$ and $j$, and the error is $L_{aij} + L_{bij} - L_{abi} - L_{abj}$.

Transcorrelated Hamiltonians contain three-body terms, which can be approximated by normal ordering them with respect to a reference determinant and keeping only the parts up to two-body. For the diagonal part treated here, in a finite orbital set, that approximation gives the exact three-body expectation value in a determinant singly excited from the reference, while a double excitation can leave an error.

## Couplings, contractions and energies in Lean

The orbitals form a finite type `ι`.

```lean
import Mathlib

open Finset

namespace NormalOrderedThreeBody

noncomputable section

variable {ι : Type*} [Fintype ι]
```

The structure `IsCoupling` collects the assumptions on $L$. Two exchanges of neighbouring indices generate all permutations, so two symmetry fields suffice, and one field for equal first and second indices covers the other coincidences.

```lean
/-- A diagonal three-body coupling: totally symmetric in its orbital indices and zero
when an index is repeated. -/
structure IsCoupling {ι : Type*} (L : ι → ι → ι → ℝ) : Prop where
  swap12 : ∀ p q r, L p q r = L q p r
  swap23 : ∀ p q r, L p q r = L p r q
  diag : ∀ p r, L p p r = 0
```

The function `contract` is $C(a,b,c)$. Occupations are arbitrary real functions on the orbitals, so fractional values are allowed and particle number need not be conserved.

```lean
/-- The contraction `∑ L_pqr a_p b_q c_r` of the coupling with three occupation vectors. -/
def contract (L : ι → ι → ι → ℝ) (a b c : ι → ℝ) : ℝ :=
  ∑ p, ∑ q, ∑ r, L p q r * a p * b q * c r
```

The energy $W(n)$ carries the factor $\tfrac16$ because the sum runs over all ordered triples.

```lean
/-- The three-body energy `W(n) = (1/6) ∑ L_pqr n_p n_q n_r`. -/
def threeBody (L : ι → ι → ι → ℝ) (n : ι → ℝ) : ℝ :=
  1 / 6 * contract L n n n
```

The approximate energy keeps the reference value and the first two orders, with `n - g` in the role of $m$. Only occupations enter these definitions: off-diagonal three-body elements, which couple different determinants, are not modelled.

```lean
/-- The normal-ordered energy relative to the reference `g`, kept up to second order
in the occupation change `n - g`. -/
def truncated (L : ι → ι → ι → ℝ) (g n : ι → ℝ) : ℝ :=
  threeBody L g + 1 / 2 * contract L g g (n - g) + 1 / 2 * contract L g (n - g) (n - g)
```

## Symmetry and additivity of the contraction

The first lemma derives the five remaining orderings of the indices from the two exchanges.

```lean
variable {L : ι → ι → ι → ℝ}

omit [Fintype ι] in
/-- All reorderings of three orbital indices give the same coupling. -/
theorem IsCoupling.perms (hL : IsCoupling L) (p q r : ι) :
    L p r q = L p q r ∧ L q p r = L p q r ∧ L q r p = L p q r ∧
      L r p q = L p q r ∧ L r q p = L p q r := by
  have h1 := hL.swap23 p q r
  have h2 := hL.swap12 p q r
  have h3 := hL.swap23 q p r
  have h4 := hL.swap12 p r q
  have h5 := hL.swap12 q r p
  refine ⟨?_, ?_, ?_, ?_, ?_⟩ <;> linarith
```

The second moves the zero on repeated indices to every pair of positions.

```lean
omit [Fintype ι] in
/-- The coupling vanishes whichever two of its indices coincide. -/
theorem IsCoupling.repeated (hL : IsCoupling L) (p r : ι) :
    L p p r = 0 ∧ L p r p = 0 ∧ L r p p = 0 := by
  have h1 := hL.diag p r
  have h2 := hL.swap23 p r p
  have h3 := hL.swap12 r p p
  refine ⟨?_, ?_, ?_⟩ <;> linarith
```

Additivity in each slot follows by distributing the products and splitting the sums.

```lean
/-- The contraction is additive in each of its three occupation vectors. -/
theorem contract_add (L : ι → ι → ι → ℝ) (a a' b c : ι → ℝ) :
    contract L (a + a') b c = contract L a b c + contract L a' b c ∧
    contract L b (a + a') c = contract L b a c + contract L b a' c ∧
    contract L b c (a + a') = contract L b c a + contract L b c a' := by
  refine ⟨?_, ?_, ?_⟩ <;>
    simp only [contract, Pi.add_apply, mul_add, add_mul, sum_add_distrib]
```

Exchanging neighbouring slots is the renaming of indices done above: `sum_comm` reorders the two sums, and the symmetry of `L` restores the order of the indices.

```lean
/-- For a symmetric coupling, neighbouring occupation vectors may be exchanged. -/
theorem contract_swap (hL : IsCoupling L) (a b c : ι → ℝ) :
    contract L a b c = contract L b a c ∧ contract L a b c = contract L a c b := by
  constructor
  · unfold contract
    rw [sum_comm]
    refine sum_congr rfl fun x _ => sum_congr rfl fun y _ => sum_congr rfl fun r _ => ?_
    rw [hL.swap12 y x r]
    ring
  · unfold contract
    refine sum_congr rfl fun p _ => ?_
    rw [sum_comm]
    refine sum_congr rfl fun x _ => sum_congr rfl fun y _ => ?_
    rw [hL.swap23 p y x]
    ring
```

## The expansion and the exact case

The theorem `threeBody_normal_order` states the four-term expansion for every coupling and all real `g` and `n`. The proof replaces `n` by `g + m` and expands into eight contractions. The four exchanges `h1` to `h4` identify the terms with equal numbers of factors `m`, and `linarith` collects them. Only the symmetry of `L` is used; the zeros on repeated indices play no part yet.

```lean
/-- Normal ordering: the three-body energy is its reference value plus terms of first,
second and third order in the occupation change `n - g`. -/
theorem threeBody_normal_order (hL : IsCoupling L) (g n : ι → ℝ) :
    threeBody L n = threeBody L g + 1 / 2 * contract L g g (n - g)
      + 1 / 2 * contract L g (n - g) (n - g)
      + 1 / 6 * contract L (n - g) (n - g) (n - g) := by
  obtain ⟨m, rfl⟩ : ∃ m, n = g + m := ⟨n - g, by simp⟩
  simp only [threeBody, add_sub_cancel_left, contract_add]
  -- terms with the same number of factors `m` coincide
  have h1 := (contract_swap hL g m g).2
  have h2 := (contract_swap hL m g g).1
  have h3 := (contract_swap hL m g m).1
  have h4 := (contract_swap hL m m g).2
  linarith
```

The next theorem assumes that `n` and `g` agree at every orbital other than `a` and `b`, and concludes that the truncated energy equals the full one. Nothing requires `a` and `b` to differ, so a change in one orbital, or in none, is included.

In the proof, `key` says that a non-zero change can occur only at `a` or `b`. Each summand of the cubic term is then shown to vanish. Either one of its three factors `m` is zero, or all three indices lie in the two orbitals; the eight possible assignments each repeat an index, and `repeated` applies.

```lean
/-- If `n` and `g` agree outside two orbitals `a` and `b`, the truncated normal-ordered
energy is exact. -/
theorem truncated_exact (hL : IsCoupling L) (g n : ι → ℝ) (a b : ι)
    (h : ∀ p, p ≠ a → p ≠ b → n p = g p) :
    threeBody L n = truncated L g n := by
  have key : ∀ x, (n - g) x ≠ 0 → x = a ∨ x = b := by
    intro x hx
    by_contra hc
    exact hx (sub_eq_zero.mpr (h x (fun e => hc (Or.inl e)) (fun e => hc (Or.inr e))))
  have hz : contract L (n - g) (n - g) (n - g) = 0 := by
    unfold contract
    generalize n - g = m at key ⊢
    refine sum_eq_zero fun p _ => sum_eq_zero fun q _ => sum_eq_zero fun r _ => ?_
    by_cases hp : m p = 0
    · rw [hp]; ring
    by_cases hq : m q = 0
    · rw [hq]; ring
    by_cases hr : m r = 0
    · rw [hr]; ring
    -- three indices in two orbitals: one is repeated
    have h0 : L p q r = 0 := by
      rcases key p hp with e1 | e1 <;> rcases key q hq with e2 | e2 <;>
        rcases key r hr with e3 | e3 <;> rw [e1, e2, e3] <;>
        first
        | exact (hL.repeated _ _).1
        | exact (hL.repeated _ _).2.1
        | exact (hL.repeated _ _).2.2
    rw [h0]; ring
  rw [threeBody_normal_order hL g n, hz, truncated]
  ring
```

## The error for three and four changed orbitals

The vector `Pi.single a x` has the value `x` at orbital `a` and zero elsewhere. Contracting three such vectors selects one element of `L`.

```lean
variable [DecidableEq ι]

/-- Contracting with three single-orbital occupations picks out one coupling element. -/
theorem contract_single (L : ι → ι → ι → ℝ) (a b c : ι) (x y z : ℝ) :
    contract L (Pi.single a x) (Pi.single b y) (Pi.single c z) = L a b c * x * y * z := by
  unfold contract
  rw [sum_eq_single a, sum_eq_single b, sum_eq_single c] <;> simp +contextual
```

The theorem `error_four` gives the difference between the full and the truncated energy. By the expansion this difference is the cubic term. The proof splits it into single-orbital contractions, removes those with a repeated index, and uses `perms` to bring the others to a common index order, which produces the factor 6. The four labels need not be distinct; if two coincide, their changes add.

```lean
/-- The error of the truncation when the occupations of four orbitals are changed by
`x`, `y`, `z` and `w`. -/
theorem error_four (hL : IsCoupling L) (g : ι → ℝ) (a b c d : ι) (x y z w : ℝ) :
    let n := g + (Pi.single a x + Pi.single b y + Pi.single c z + Pi.single d w)
    threeBody L n - truncated L g n =
      L a b c * x * y * z + L a b d * x * y * w + L a c d * x * z * w
        + L b c d * y * z * w := by
  intro n
  rw [threeBody_normal_order hL g n, truncated]
  simp only [n, add_sub_cancel_left]
  have h : contract L (Pi.single a x + Pi.single b y + Pi.single c z + Pi.single d w)
      (Pi.single a x + Pi.single b y + Pi.single c z + Pi.single d w)
      (Pi.single a x + Pi.single b y + Pi.single c z + Pi.single d w) =
      6 * (L a b c * x * y * z + L a b d * x * y * w + L a c d * x * z * w
        + L b c d * y * z * w) := by
    simp only [contract_add, contract_single, hL.repeated]
    simp only [hL.perms a b c, hL.perms a b d, hL.perms a c d, hL.perms b c d]
    ring
  rw [h]
  ring
```

Three changed orbitals are the case `w = 0`, with the unused fourth label set to `a`.

```lean
/-- Changing three orbital occupations by `x`, `y`, `z` leaves the truncation error
`L_abc x y z`. -/
theorem error_three (hL : IsCoupling L) (g : ι → ℝ) (a b c : ι) (x y z : ℝ) :
    let n := g + (Pi.single a x + Pi.single b y + Pi.single c z)
    threeBody L n - truncated L g n = L a b c * x * y * z := by
  have h := error_four hL g a b c a x y z 0
  simpa only [Pi.single_zero, add_zero, mul_zero] using h
```

For a double excitation the four changes are $1, 1, -1, -1$. The statement does not require `i` and `j` to be distinct and filled in `g`, or `a` and `b` to be distinct and empty; when all occupations in `g` are 0 or 1, those conditions make it an excitation of a reference determinant. The signs permit cancellation: if $L$ has the same value on all triples of distinct orbitals and the four orbitals are distinct, the error is zero.

```lean
/-- The truncation error when one particle is removed from each of `i`, `j` and one is
added to each of `a`, `b`. -/
theorem error_double_excitation (hL : IsCoupling L) (g : ι → ℝ) (a b i j : ι) :
    let n := g + (Pi.single a 1 + Pi.single b 1 + Pi.single i (-1) + Pi.single j (-1))
    threeBody L n - truncated L g n = L a i j + L b i j - L a b i - L a b j := by
  intro n
  have h := error_four hL g a b i j 1 1 (-1) (-1)
  refine h.trans ?_
  ring
```

## A non-zero coupling on three orbitals

The assumptions on $L$ would be of little interest if only $L = 0$ met them. On three orbitals the product $(p-q)^2(q-r)^2(p-r)^2$ is symmetric, vanishes when two indices coincide, and equals $1 \cdot 1 \cdot 4 = 4$ at $(0,1,2)$.

```lean
/-- The coupling `(p-q)² (q-r)² (p-r)²` on three orbitals numbered 0, 1, 2 meets the
hypotheses and has the element `L_012 = 4`. -/
theorem isCoupling_witness :
    let L : Fin 3 → Fin 3 → Fin 3 → ℝ := fun p q r =>
      ((p.val : ℝ) - q.val) ^ 2 * ((q.val : ℝ) - r.val) ^ 2 * ((p.val : ℝ) - r.val) ^ 2
    IsCoupling L ∧ L 0 1 2 = 4 := by
  intro L
  refine ⟨⟨fun p q r => ?_, fun p q r => ?_, fun p r => ?_⟩, ?_⟩
  · simp only [L]; ring
  · simp only [L]; ring
  · simp only [L]; ring
  · norm_num [L]

end

end NormalOrderedThreeBody
```

Inserted into `error_three` with $x = y = z = 1$, this coupling gives a truncation error of 4, so exactness for two changed orbitals does not extend to three. Between determinants of equal particle number an odd number of changed occupations cannot occur, and the first case with a possible error is the double excitation.

```lean
#print axioms NormalOrderedThreeBody.threeBody_normal_order
#print axioms NormalOrderedThreeBody.truncated_exact
#print axioms NormalOrderedThreeBody.error_three
#print axioms NormalOrderedThreeBody.error_double_excitation
```

```
'NormalOrderedThreeBody.threeBody_normal_order' depends on axioms: [propext, Classical.choice, Quot.sound]
'NormalOrderedThreeBody.truncated_exact' depends on axioms: [propext, Classical.choice, Quot.sound]
'NormalOrderedThreeBody.error_three' depends on axioms: [propext, Classical.choice, Quot.sound]
'NormalOrderedThreeBody.error_double_excitation' depends on axioms: [propext, Classical.choice, Quot.sound]
```
